# How a normalised one-dimensional Gaussian responds to its exponent: derivative, orthogonality and squared norm

Suppose the exponent of a normalised Gaussian basis function is varied, but only the exponential is differentiated and the prefactor is held fixed. The derivative then has a component along the function itself, so a change of norm is counted as a change of shape. There is also a question of scale: a step in the exponent that barely alters a tight function can transform a diffuse one. The problems below find the derivative with the prefactor included, and then its size. Such derivatives occur in the optimisation of basis-set exponents; here they are taken for a single primitive on the line.

## Moments, prefactor and primitive

Let $l$ and $n$ be natural numbers and let $a,b>0$ be real exponents. Define

$$M_n(b)=\int_{-\infty}^{\infty}x^n e^{-bx^2}\,dx,\qquad N(a)=\Big(\int_{-\infty}^{\infty}(x^l e^{-ax^2})^2dx\Big)^{-1/2},$$

$$g_a(x)=N(a)\,x^l e^{-ax^2}.$$

In Lean these are `moment n b`, `normConst l a` and `gto l a x`. The name `gto` usually means a three-dimensional orbital; here it is one Cartesian factor. Positivity of the exponent enters as a hypothesis of the theorems, and unit norm is proved from the integral that defines $N$.

```lean
import Mathlib

open MeasureTheory
open scoped Nat

namespace GaussianExponentResponse

noncomputable section

/-- The Gaussian moment `∫ x^n exp(-b x²) dx` over the real line, for `b > 0`. -/
def moment (n : ℕ) (b : ℝ) : ℝ := ∫ x : ℝ, x ^ n * Real.exp (-b * x ^ 2)

/-- The normalisation prefactor of `x^l exp(-a x²)`, for `a > 0`: the inverse square root of
its self-overlap. -/
def normConst (l : ℕ) (a : ℝ) : ℝ :=
  1 / √(∫ x : ℝ, (x ^ l * Real.exp (-a * x ^ 2)) ^ 2)

/-- The normalised Gaussian primitive of power `l` and exponent `a > 0`. -/
def gto (l : ℕ) (a x : ℝ) : ℝ := normConst l a * (x ^ l * Real.exp (-a * x ^ 2))
```

## (a) Integrability

Show that every moment integral converges absolutely:
$$\int_{-\infty}^{\infty}|x|^n e^{-bx^2}\,dx<\infty.$$

**Solution.** The function $|x|^n e^{-bx^2/2}$ is bounded, so the integrand is at most a constant times $e^{-bx^2/2}$, which is integrable. The Lean proof takes Mathlib's result for real powers and specialises it to natural ones.

```lean
/-- A power times a Gaussian of positive exponent is integrable over the line. -/
theorem integrable_pow_gauss {b : ℝ} (hb : 0 < b) (n : ℕ) :
    Integrable (fun x : ℝ => x ^ n * Real.exp (-b * x ^ 2)) := by
  have hn : (0 : ℝ) ≤ n := Nat.cast_nonneg n
  have h := integrable_rpow_mul_exp_neg_mul_sq hb (s := (n : ℝ)) (by linarith)
  simpa only [Real.rpow_natCast] using h
```

## (b) A recurrence for the moments

Relate moments two orders apart:
$$2b\,M_{n+2}(b)=(n+1)\,M_n(b).$$

**Solution.** Differentiate
$$\frac{d}{dx}\big(x^{n+1}e^{-bx^2}\big)=(n+1)x^n e^{-bx^2}-2b\,x^{n+2}e^{-bx^2}.$$
The function in brackets vanishes at both ends, so the right side integrates to zero. In the code, `hd` is this derivative and `h0` the vanishing integral; part (a) supplies the integrability.

```lean
/-- Integration by parts links the Gaussian moments of orders `n` and `n + 2`, for `b > 0`. -/
theorem moment_recurrence {b : ℝ} (hb : 0 < b) (n : ℕ) :
    2 * b * moment (n + 2) b = (n + 1) * moment n b := by
  have hd : ∀ x : ℝ, HasDerivAt (fun y : ℝ => y ^ (n + 1) * Real.exp (-b * y ^ 2))
      (((n : ℝ) + 1) * (x ^ n * Real.exp (-b * x ^ 2))
        - 2 * b * (x ^ (n + 2) * Real.exp (-b * x ^ 2))) x := by
    intro x
    have h2 : HasDerivAt (fun y : ℝ => Real.exp (-b * y ^ 2))
        (Real.exp (-b * x ^ 2) * (-b * (2 * x))) x :=
      (((hasDerivAt_pow 2 x).const_mul (-b)).exp).congr_deriv (by norm_num)
    refine ((hasDerivAt_pow (n + 1) x).fun_mul h2).congr_deriv ?_
    simp only [Nat.add_sub_cancel]
    push_cast
    ring
  have i1 := (integrable_pow_gauss hb n).const_mul ((n : ℝ) + 1)
  have i2 := (integrable_pow_gauss hb (n + 2)).const_mul (2 * b)
  -- the total derivative integrates to zero
  have h0 := integral_eq_zero_of_hasDerivAt_of_integrable hd (i1.sub i2)
    (integrable_pow_gauss hb (n + 1))
  rw [integral_sub i1 i2, integral_const_mul, integral_const_mul] at h0
  unfold moment
  linarith
```

## (c) Even moments

Derive, with $(-1)!!=1$,
$$M_{2l}(b)=\frac{(2l-1)!!}{(2b)^l}\sqrt{\frac{\pi}{b}}.$$

**Solution.** For $l=0$ this is the Gaussian integral. For the induction step, (b) with $n=2l$ gives
$$M_{2l+2}=\frac{2l+1}{2b}M_{2l},$$
and $(2l+1)!!=(2l+1)(2l-1)!!$, which is `hD`. Subtraction of natural numbers in Lean stops at zero, so at $l=0$ the code reads $0!!=1$, in agreement with the convention.

```lean
/-- Even Gaussian moments for `b > 0` in terms of double factorials, with `(-1)!! = 1`. -/
theorem moment_even {b : ℝ} (hb : 0 < b) (l : ℕ) :
    moment (2 * l) b = ((2 * l - 1)‼ : ℕ) / (2 * b) ^ l * √(Real.pi / b) := by
  induction l with
  | zero => simpa [moment, Nat.doubleFactorial] using integral_gaussian b
  | succ l ih =>
    have hD : (2 * (l + 1) - 1)‼ = (2 * l + 1) * (2 * l - 1)‼ := by
      cases l with
      | zero => rfl
      | succ m =>
        rw [show 2 * (m + 1 + 1) - 1 = 2 * m + 1 + 2 by omega,
          show 2 * (m + 1) - 1 = 2 * m + 1 by omega, Nat.doubleFactorial_add_two]
        ring
    have r := moment_recurrence hb (2 * l)
    push_cast at r
    have h : moment (2 * (l + 1)) b = (2 * l + 1) / (2 * b) * moment (2 * l) b := by
      rw [show 2 * (l + 1) = 2 * l + 2 by ring, div_mul_eq_mul_div,
        eq_div_iff (by positivity)]
      linarith
    rw [h, ih, hD, pow_succ]
    push_cast
    generalize (2 * b) ^ l = P
    ring
```

## (d) Normalisation

Show that the prefactor is positive and normalises the primitive:
$$N(a)>0,\qquad N(a)^2M_{2l}(2a)=1.$$

**Solution.** Squaring gives $(x^l e^{-ax^2})^2=x^{2l}e^{-2ax^2}$, so the self-overlap is $M_{2l}(2a)$ (`hS`). It is positive by (c) (`hM`), and $N$ is its inverse square root.

```lean
/-- For `a > 0` the prefactor is positive, and its square times the self-overlap of
`x^l exp(-a x²)` is one. -/
theorem normConst_spec {a : ℝ} (ha : 0 < a) (l : ℕ) :
    0 < normConst l a ∧ normConst l a ^ 2 * moment (2 * l) (2 * a) = 1 := by
  have hM : 0 < moment (2 * l) (2 * a) := by
    rw [moment_even (by positivity)]
    have hD : (0 : ℝ) < ((2 * l - 1)‼ : ℕ) := by exact_mod_cast Nat.doubleFactorial_pos _
    have hpi := Real.pi_pos
    positivity
  have hS : ∫ x : ℝ, (x ^ l * Real.exp (-a * x ^ 2)) ^ 2 = moment (2 * l) (2 * a) := by
    unfold moment
    congr 1
    funext x
    have e : Real.exp (-(2 * a) * x ^ 2) = Real.exp (-a * x ^ 2) ^ 2 := by
      rw [← Real.exp_nat_mul]; congr 1; push_cast; ring
    rw [e]; ring
  unfold normConst
  rw [hS]
  refine ⟨by positivity, ?_⟩
  rw [div_pow, one_pow, Real.sq_sqrt hM.le, one_div, inv_mul_cancel₀ hM.ne']
```

## (e) The prefactor in closed form

Obtain
$$N(a)=\Big(\frac{2a}{\pi}\Big)^{1/4}\sqrt{\frac{(4a)^l}{(2l-1)!!}}.$$

**Solution.** By (c) and (d),
$$N(a)^2=\frac{1}{M_{2l}(2a)}=\frac{(4a)^l}{(2l-1)!!}\sqrt{\frac{2a}{\pi}}.$$
Take the positive root. Lean likewise compares the squares of two positive numbers, through `sq_eq_sq₀`.

```lean
/-- The closed form of the prefactor for `a > 0`, with `(-1)!! = 1`. -/
theorem normConst_eq {a : ℝ} (ha : 0 < a) (l : ℕ) :
    normConst l a =
      (2 * a / Real.pi) ^ (1 / 4 : ℝ) * √((4 * a) ^ l / ((2 * l - 1)‼ : ℕ)) := by
  obtain ⟨hN, h⟩ := normConst_spec ha l
  have hM : moment (2 * l) (2 * a) ≠ 0 := right_ne_zero_of_mul (h.trans_ne one_ne_zero)
  have hpi := Real.pi_pos
  have hD : (0 : ℝ) < ((2 * l - 1)‼ : ℕ) := by exact_mod_cast Nat.doubleFactorial_pos _
  have hq : ((2 * a / Real.pi) ^ (1 / 4 : ℝ)) ^ 2 = √(2 * a / Real.pi) := by
    rw [Real.sqrt_eq_rpow, ← Real.rpow_natCast, ← Real.rpow_mul (by positivity)]
    congr 1; norm_num
  -- both sides are positive and normalise the same function
  refine (sq_eq_sq₀ hN.le (by positivity)).mp (mul_right_cancel₀ hM (h.trans ?_))
  rw [moment_even (by positivity), mul_pow, hq, Real.sq_sqrt (by positivity),
    show 2 * (2 * a) = 4 * a by ring, ← inv_div (2 * a) Real.pi, Real.sqrt_inv]
  have hs : √(2 * a / Real.pi) ≠ 0 := by positivity
  have hP : (4 * a) ^ l ≠ 0 := by positivity
  generalize √(2 * a / Real.pi) = s at *
  generalize (4 * a) ^ l = P at *
  field_simp
```

## (f) The derivative in the exponent

At fixed $x$, show that
$$\frac{\partial g_a}{\partial a}(x)=\Big(\frac{2l+1}{4a}-x^2\Big)g_a(x).$$

**Solution.** Collecting powers of $a$ in (e) gives $N(a)=N(1)\,a^{(2l+1)/4}$, hence
$$N'(a)=\frac{2l+1}{4a}N(a).$$
The exponential contributes $-x^2$, and the product rule adds the two terms. In the code, `hN` is the scaling law, `hd` the derivative of the prefactor and `e` that of $-ax^2$, the argument of the exponential. The law holds for positive exponents, which suffices because they fill a neighbourhood of $a$.

```lean
/-- The pointwise derivative of the normalised primitive with respect to its exponent
`a > 0`. -/
theorem hasDerivAt_gto {a : ℝ} (ha : 0 < a) (l : ℕ) (x : ℝ) :
    HasDerivAt (fun b => gto l b x) (((2 * l + 1) / (4 * a) - x ^ 2) * gto l a x) a := by
  -- the prefactor scales as a power of the exponent
  have hN : ∀ b : ℝ, 0 < b →
      normConst l b = normConst l 1 * b ^ ((2 * (l : ℝ) + 1) / 4) := by
    intro b hb
    have hpi := Real.pi_pos
    have h1 : (2 * b / Real.pi) ^ (1 / 4 : ℝ)
        = (2 * 1 / Real.pi) ^ (1 / 4 : ℝ) * b ^ (1 / 4 : ℝ) := by
      rw [← Real.mul_rpow (by positivity) hb.le]; congr 1; ring
    have h2 : √(b ^ l) = b ^ ((l : ℝ) / 2) := by
      rw [Real.sqrt_eq_rpow, ← Real.rpow_natCast, ← Real.rpow_mul hb.le]; congr 1; ring
    have h3 : b ^ ((2 * (l : ℝ) + 1) / 4) = b ^ (1 / 4 : ℝ) * b ^ ((l : ℝ) / 2) := by
      rw [← Real.rpow_add hb]; congr 1; ring
    have h4 : √((4 * b) ^ l / ((2 * l - 1)‼ : ℕ))
        = √((4 * 1) ^ l / ((2 * l - 1)‼ : ℕ)) * √(b ^ l) := by
      rw [← Real.sqrt_mul (by positivity), mul_one, mul_pow]; congr 1; ring
    rw [normConst_eq hb, normConst_eq one_pos, h1, h3, ← h2, h4]
    ring
  have hd : HasDerivAt (fun b => normConst l b)
      ((2 * l + 1) / (4 * a) * normConst l a) a := by
    have h := (Real.hasDerivAt_rpow_const (p := (2 * (l : ℝ) + 1) / 4)
      (Or.inl ha.ne')).const_mul (normConst l 1)
    have h' := h.congr_of_eventuallyEq (f₁ := fun b => normConst l b)
      (by filter_upwards [Ioi_mem_nhds ha] with b hb using hN b hb)
    refine h'.congr_deriv ?_
    rw [hN a ha, Real.rpow_sub_one ha.ne']
    ring
  have e : HasDerivAt (fun b : ℝ => -b * x ^ 2) (-x ^ 2) a :=
    ((hasDerivAt_neg' a).mul_const (x ^ 2)).congr_deriv (by ring)
  refine (hd.fun_mul (e.exp.const_mul (x ^ l))).congr_deriv ?_
  unfold gto
  ring
```

## (g) Averages as moments

Show that $x^n g_a^2$ is integrable and
$$\int x^n g_a^2\,dx=N(a)^2M_{2l+n}(2a).$$

**Solution.** The integrand equals $N(a)^2x^{2l+n}e^{-2ax^2}$. Apply (a) and take out the constant.

```lean
/-- For `a > 0`, each power of `x` is integrable against the density `g_a²`, and its average is
`normConst l a ^ 2` times a Gaussian moment of exponent `2a`. -/
theorem density_moment {a : ℝ} (ha : 0 < a) (l n : ℕ) :
    Integrable (fun x => x ^ n * gto l a x ^ 2) ∧
      ∫ x, x ^ n * gto l a x ^ 2 = normConst l a ^ 2 * moment (2 * l + n) (2 * a) := by
  have h : (fun x => x ^ n * gto l a x ^ 2) = fun x =>
      normConst l a ^ 2 * (x ^ (2 * l + n) * Real.exp (-(2 * a) * x ^ 2)) := by
    funext x
    have e : Real.exp (-(2 * a) * x ^ 2) = Real.exp (-a * x ^ 2) ^ 2 := by
      rw [← Real.exp_nat_mul]; congr 1; push_cast; ring
    rw [e, gto]; ring
  rw [h]
  exact ⟨(integrable_pow_gauss (by positivity) _).const_mul _, integral_const_mul _ _⟩
```

## (h) Averages of $x^2$ and $x^4$

Writing $\langle x^n\rangle=\int x^n g_a^2\,dx$, show that
$$\langle1\rangle=1,\quad\langle x^2\rangle=\frac{2l+1}{4a},\quad\langle x^4\rangle=\frac{(2l+1)(2l+3)}{16a^2}.$$

**Solution.** The first is (d). Using (b) twice with $b=2a$,
$$4aM_{2l+2}=(2l+1)M_{2l},\qquad 4aM_{2l+4}=(2l+3)M_{2l+2}.$$
Multiply by $N(a)^2$ and use (g). These relations are `r1` and `r2`, which `linear_combination` joins to the normalisation.

```lean
/-- For `a > 0` the primitive has unit norm, and these are the averages of `x²` and `x⁴` in
its density. -/
theorem density_averages {a : ℝ} (ha : 0 < a) (l : ℕ) :
    ∫ x, gto l a x ^ 2 = 1 ∧
    ∫ x, x ^ 2 * gto l a x ^ 2 = (2 * l + 1) / (4 * a) ∧
    ∫ x, x ^ 4 * gto l a x ^ 2 = (2 * l + 1) * (2 * l + 3) / (16 * a ^ 2) := by
  have h := (normConst_spec ha l).2
  have r1 := moment_recurrence (b := 2 * a) (by positivity) (2 * l)
  have r2 : 2 * (2 * a) * moment (2 * l + 4) (2 * a)
      = (((2 * l + 2 : ℕ) : ℝ) + 1) * moment (2 * l + 2) (2 * a) :=
    moment_recurrence (by positivity) (2 * l + 2)
  push_cast at r1 r2
  refine ⟨?_, ?_, ?_⟩
  · have h0 := (density_moment ha l 0).2
    simp only [pow_zero, one_mul, add_zero] at h0
    rw [h0, h]
  · rw [(density_moment ha l 2).2, eq_div_iff (by positivity)]
    linear_combination normConst l a ^ 2 * r1 + (2 * l + 1) * h
  · rw [(density_moment ha l 4).2, eq_div_iff (by positivity)]
    linear_combination normConst l a ^ 2 * (4 * a) * r2
      + (2 * l + 3) * normConst l a ^ 2 * r1 + (2 * l + 3) * (2 * l + 1) * h
```

## (i) Orthogonality and squared norm

Show that $g_a\,\partial_a g_a$ is integrable and
$$\int g_a\,\partial_a g_a\,dx=0,\qquad\int(\partial_a g_a)^2dx=\frac{2l+1}{8a^2}.$$

**Solution.** Put $c=(2l+1)/(4a)=\langle x^2\rangle$, so that $\partial_a g_a=(c-x^2)g_a$. The overlap is $c-\langle x^2\rangle=0$. The squared norm is the variance of $x^2$:
$$c^2-2c\langle x^2\rangle+\langle x^4\rangle=\langle x^4\rangle-c^2=\frac{(2l+1)\,[(2l+3)-(2l+1)]}{16a^2}=\frac{2l+1}{8a^2}.$$
The equalities `e1` and `e2` are the two expanded integrands. Lean assigns the value 0 to the integral of a non-integrable function, so the theorem states integrability beside the zero overlap. Its first clause identifies `deriv` with the formula of (f).

```lean
/-- For `a > 0`, the derivative of the normalised primitive in its exponent is orthogonal to the
primitive, with an integrable product, and has squared norm `(2l+1)/(8a²)`. At each `x` it equals
`(2l+1)/(4a) - x²` times the primitive. -/
theorem exponent_response {a : ℝ} (ha : 0 < a) (l : ℕ) :
    (∀ x, deriv (fun b => gto l b x) a = ((2 * l + 1) / (4 * a) - x ^ 2) * gto l a x) ∧
    Integrable (fun x => gto l a x * deriv (fun b => gto l b x) a) ∧
    ∫ x, gto l a x * deriv (fun b => gto l b x) a = 0 ∧
    ∫ x, deriv (fun b => gto l b x) a ^ 2 = (2 * l + 1) / (8 * a ^ 2) := by
  have hd := fun x => (hasDerivAt_gto ha l x).deriv
  obtain ⟨m0, m2, m4⟩ := density_averages ha l
  have i0 : Integrable (fun x => gto l a x ^ 2) := by
    simpa only [pow_zero, one_mul] using (density_moment ha l 0).1
  have i2 := (density_moment ha l 2).1
  have i4 := (density_moment ha l 4).1
  set c : ℝ := (2 * l + 1) / (4 * a) with hc
  have e1 : (fun x => gto l a x * deriv (fun b => gto l b x) a)
      = fun x => c * gto l a x ^ 2 - x ^ 2 * gto l a x ^ 2 := by
    funext x; rw [hd x]; ring
  have e2 : (fun x => deriv (fun b => gto l b x) a ^ 2)
      = fun x => (c ^ 2 * gto l a x ^ 2 - 2 * c * (x ^ 2 * gto l a x ^ 2))
        + x ^ 4 * gto l a x ^ 2 := by
    funext x; rw [hd x]; ring
  have i02 : Integrable (fun x => c ^ 2 * gto l a x ^ 2
      - 2 * c * (x ^ 2 * gto l a x ^ 2)) := (i0.const_mul _).sub (i2.const_mul _)
  refine ⟨hd, ?_, ?_, ?_⟩
  · rw [e1]
    exact (i0.const_mul c).sub i2
  · rw [e1, integral_sub (i0.const_mul c) i2, integral_const_mul, m0, m2]
    ring
  · -- the squared norm is the variance of `x²` in the density
    rw [e2, integral_add i02 i4, integral_sub (i0.const_mul _) (i2.const_mul _),
      integral_const_mul, integral_const_mul, m0, m2, m4, hc]
    field_simp
    ring
```

## (j) The logarithmic scale

With $a=e^s$ for real $s$, show that
$$\int(\partial_s g_{e^s})^2dx=\frac{2l+1}{8}.$$

**Solution.** The chain rule, `hpt` in the code, gives $\partial_s g=a\,\partial_a g$, so the result of (i) is multiplied by $a^2$.

For one-dimensional primitives of fixed $l$, the response per unit of $\ln a$ thus has the same size at every exponent, and even-tempered exponents, which form a geometric sequence, are equally spaced on this scale. Carrying this over to a three-dimensional Cartesian primitive takes the product rule over three factors that share the exponent; the cross terms in the squared norm then vanish by the orthogonality in (i).

```lean
/-- On the logarithmic scale `a = exp s`, the derivative of the normalised primitive in `s`
has squared norm `(2l+1)/8` at every `s`. -/
theorem log_exponent_response (l : ℕ) (s : ℝ) :
    ∫ x, deriv (fun t => gto l (Real.exp t) x) s ^ 2 = (2 * l + 1) / 8 := by
  have hpt : ∀ x, deriv (fun t => gto l (Real.exp t) x) s
      = Real.exp s * deriv (fun b => gto l b x) (Real.exp s) := by
    intro x
    have h := hasDerivAt_gto (Real.exp_pos s) l x
    rw [h.deriv, mul_comm]
    exact (h.comp s (Real.hasDerivAt_exp s)).deriv
  simp_rw [hpt, mul_pow]
  rw [integral_const_mul, (exponent_response (Real.exp_pos s) l).2.2.2]
  have hs := (Real.exp_pos s).ne'
  generalize Real.exp s = a at *
  field_simp

end

end GaussianExponentResponse
```

```lean
#print axioms GaussianExponentResponse.exponent_response
#print axioms GaussianExponentResponse.log_exponent_response
```

```
'GaussianExponentResponse.exponent_response' depends on axioms: [propext, Classical.choice, Quot.sound]
'GaussianExponentResponse.log_exponent_response' depends on axioms: [propext, Classical.choice, Quot.sound]
```
